# Gaussian dephasing by a static bath of spin-1/2 nuclei, with an explicit error bound

An electron on a donor or in a quantum dot feels the hyperfine field of many nuclei. If the nuclear configuration is unknown but frozen during each run, the electron precesses at a fixed frequency that differs from run to run, and the averaged signal decays. How close is that decay to a Gaussian when the bath is finite and its couplings are unequal?

Assume a magnetic field strong enough that the transverse hyperfine terms can be neglected, and an unpolarised bath in which all nuclear configurations are equally likely. Let nucleus $k=0,\dots,N-1$ have projection $s_k=\pm\tfrac12$ along the field and real coupling $A_k$, in angular-frequency units. In the frame rotating at the unshifted electron frequency, the coherence, normalised to one at $t=0$, is

$$C_N(t)=\frac1{2^N}\sum_s \exp\Big(it\sum_k A_ks_k\Big).$$

For all couplings and times it satisfies

$$\Big|C_N(t)-e^{-t^2\sum_k A_k^2/8}\Big|\le \frac{t^4}{128}\sum_k A_k^4 .$$

For this frozen bath of independent spins, the bound gives a sufficient condition for replacing the average over configurations by a Gaussian within a chosen absolute error.

## From one cosine to a Gaussian

Summing over $s_0$ gives $e^{iA_0t/2}+e^{-iA_0t/2}=2\cos(A_0t/2)$. One factor of 2 cancels against $2^N$, so

$$C_N(t)=\cos(A_0t/2)\,C_{N-1}(t),$$

where $C_{N-1}$ belongs to the remaining nuclei. Since $C_0=1$, repetition gives $|C_N|\le1$.

Next compare one cosine with a Gaussian. Both $\cos x$ and $e^{-x^2/2}$ lie between $1-x^2/2$ and $1-x^2/2+x^4/8$:

- For the cosine, integrating $\cos x\le1$ repeatedly from zero gives $1-x^2/2\le\cos x\le1-x^2/2+x^4/24$.
- For the Gaussian, put $y=x^2/2$. The lower bound is $e^{-y}\ge1-y$. The upper bound follows from $e^y\ge1+y+y^2/2$ and $(1-y+y^2/2)(1+y+y^2/2)=1+y^4/4\ge1$.

Hence $|\cos x-e^{-x^2/2}|\le x^4/8$. At $x=A_kt/2$ the Gaussian is $e^{-A_k^2t^2/8}$ and the error is at most $A_k^4t^4/128$.

Write $c,g$ for the cosine and Gaussian of nucleus 0, and $W,G$ for the coherence and Gaussian of the rest. Then

$$cW-gG=(c-g)W+g(W-G).$$

As $|W|\le1$ and $|g|\le1$, the errors add, and induction on $N$ gives the bound.

For $A_k=A/N$ with $A>0$ and $t=u\sqrt N/A$, we have $t^2\sum_k A_k^2=u^2$ and $t^4\sum_k A_k^4=u^4/N$. The error is at most $u^4/(128N)$, and $C_N\to e^{-u^2/8}$ at fixed $u$. Setting $u=\sqrt8\,\tau$ makes $t=\tau T_2^*$ with $T_2^*=\sqrt{8N}/A$, and the limit becomes $e^{-\tau^2}$.

## The frozen bath in Lean

```lean
import Mathlib

open Filter Topology

namespace OverhauserDephasing

noncomputable section
```

A configuration is a function `Fin N → Bool`, with `true` standing for $+\tfrac12$.

```lean
/-- The projection `+1/2` or `-1/2` of a nuclear spin. -/
def spin (b : Bool) : ℝ := if b then 1 / 2 else -1 / 2
```

The shift is a real number, linear in the projections.

```lean
/-- The Overhauser shift `∑ A_k s_k` of the electron frequency in a nuclear configuration. -/
def overhauser {N : ℕ} (A : Fin N → ℝ) (s : Fin N → Bool) : ℝ := ∑ k, A k * spin (s k)
```

The uniform average represents an unpolarised bath. Nuclear dynamics, electron–nuclear flip-flops and larger nuclear spins are absent from this definition.

```lean
/-- The electron coherence at time `t`: the phase factor of the Overhauser shift, averaged
uniformly over all nuclear configurations. -/
def coherence {N : ℕ} (A : Fin N → ℝ) (t : ℝ) : ℂ :=
  (∑ s : Fin N → Bool, Complex.exp (Complex.I * ((t * overhauser A s : ℝ) : ℂ))) / 2 ^ N
```

The dephasing time is defined here by its formula; its meaning as a decay time comes from the limit proved below.

```lean
/-- The dephasing time `T2* = √(8N)/A` of `N` equally coupled nuclei with total coupling `A`, for `A
> 0` and `N > 0`. -/
def dephasingTime (A : ℝ) (N : ℕ) : ℝ := Real.sqrt (8 * N) / A
```

## The error bound for arbitrary couplings

The proof of the single-cosine estimate follows the two-sided comparison above, except for the upper bound on the cosine. For $|x|\le2$ it applies Mathlib's Taylor bound at $x/2$ and doubles the angle; for larger $|x|$ the quartic already exceeds one.

```lean
/-- The cosine differs from the Gaussian of the same curvature by at most `x⁴/8`. -/
theorem cos_sub_gaussian (x : ℝ) : |Real.cos x - Real.exp (-x ^ 2 / 2)| ≤ x ^ 4 / 8 := by
  have hlow : 1 - x ^ 2 / 2 ≤ Real.exp (-x ^ 2 / 2) := by
    linarith [Real.add_one_le_exp (-x ^ 2 / 2)]
  have hup : Real.exp (-x ^ 2 / 2) ≤ 1 - x ^ 2 / 2 + x ^ 4 / 8 := by
    have hq := Real.quadratic_le_exp_of_nonneg (show 0 ≤ x ^ 2 / 2 by positivity)
    have hm : Real.exp (-x ^ 2 / 2) * Real.exp (x ^ 2 / 2) = 1 := by
      rw [← Real.exp_add, show -x ^ 2 / 2 + x ^ 2 / 2 = 0 by ring, Real.exp_zero]
    have hp : 0 ≤ 1 - x ^ 2 / 2 + x ^ 4 / 8 := by nlinarith [sq_nonneg (x ^ 2 - 2)]
    refine le_of_mul_le_mul_right ?_ (Real.exp_pos (x ^ 2 / 2))
    rw [hm]
    calc (1 : ℝ) ≤ (1 - x ^ 2 / 2 + x ^ 4 / 8) * (1 + x ^ 2 / 2 + (x ^ 2 / 2) ^ 2 / 2) := by
          nlinarith [sq_nonneg (x ^ 4)]
      _ ≤ _ := mul_le_mul_of_nonneg_left hq hp
  have hcos : Real.cos x ≤ 1 - x ^ 2 / 2 + x ^ 4 / 8 := by
    by_cases hx : |x| ≤ 2
    · -- the half angle lies in the range of the Taylor bound
      have hh : |x / 2| ≤ 1 := by
        rw [abs_le] at hx ⊢
        constructor <;> linarith [hx.1, hx.2]
      have hb := (abs_le.1 (Real.cos_bound hh)).2
      have h4 : |x / 2| ^ 4 = (x / 2) ^ 4 := by
        rw [← abs_pow, abs_of_nonneg (by positivity)]
      rw [h4] at hb
      have hd := Real.cos_two_mul (x / 2)
      rw [show 2 * (x / 2) = x by ring] at hd
      obtain ⟨q, hq⟩ : ∃ q, q = (x / 2) ^ 2 := ⟨_, rfl⟩
      have hq0 : 0 ≤ q := by rw [hq]; positivity
      have hq1 : q ≤ 1 := by
        rw [hq, ← sq_abs]
        exact pow_le_one₀ (abs_nonneg _) hh
      have hc : Real.cos (x / 2) ≤ 1 - q / 2 + 5 / 96 * q ^ 2 := by
        rw [hq]
        linarith
      have hsq := pow_le_pow_left₀ (Real.cos_pos_of_le_one hh).le hc 2
      have hpoly : 2 * (1 - q / 2 + 5 / 96 * q ^ 2) ^ 2 - 1 ≤ 1 - 2 * q + 2 * q ^ 2 := by
        nlinarith [mul_nonneg (pow_nonneg hq0 3) (sub_nonneg.2 hq1), pow_nonneg hq0 3,
          pow_nonneg hq0 2]
      have hx2 : 1 - x ^ 2 / 2 + x ^ 4 / 8 = 1 - 2 * q + 2 * q ^ 2 := by rw [hq]; ring
      rw [hx2]
      linarith
    · have h4 : 4 ≤ x ^ 2 := by
        rw [← sq_abs]
        nlinarith [not_le.1 hx]
      nlinarith [Real.cos_le_one x, mul_nonneg (sq_nonneg x) (sub_nonneg.2 h4)]
  have hcl : 1 - x ^ 2 / 2 ≤ Real.cos x := Real.one_sub_sq_div_two_le_cos
  exact abs_le.2 ⟨by linarith, by linarith⟩
```

In the factorisation, `split` separates the configurations by the first spin, and `pair` adds the two phases to give the cosine.

```lean
/-- Splitting off one nucleus of coupling `A 0` takes a factor `cos (A 0 * t / 2)` out of the
coherence. -/
theorem coherence_succ {n : ℕ} (A : Fin (n + 1) → ℝ) (t : ℝ) :
    coherence A t = (Real.cos (A 0 * t / 2) : ℂ) * coherence (fun k => A k.succ) t := by
  have split : ∀ F : (Fin (n + 1) → Bool) → ℂ, ∑ s, F s = ∑ s : Fin n → Bool,
      (F (Fin.cons (α := fun _ => Bool) true s) + F (Fin.cons (α := fun _ => Bool) false s)) := by
    intro F
    rw [← Equiv.sum_comp (Fin.consEquiv (fun _ : Fin (n + 1) => Bool)) F,
      Fintype.sum_prod_type, Fintype.sum_bool, ← Finset.sum_add_distrib]
    rfl
  -- the phase factors for the two orientations of the first nucleus add up to a cosine
  have pair : ∀ s : Fin n → Bool,
      Complex.exp (Complex.I *
        ((t * overhauser A (Fin.cons (α := fun _ => Bool) true s) : ℝ) : ℂ)) +
      Complex.exp (Complex.I *
        ((t * overhauser A (Fin.cons (α := fun _ => Bool) false s) : ℝ) : ℂ)) =
      2 * (Real.cos (A 0 * t / 2) : ℂ) *
        Complex.exp (Complex.I * ((t * overhauser (fun k => A k.succ) s : ℝ) : ℂ)) := by
    intro s
    have ht : spin true = 1 / 2 := by simp [spin]
    have hf : spin false = -1 / 2 := by simp [spin]
    rw [Complex.ofReal_cos, Complex.two_cos, add_mul, ← Complex.exp_add, ← Complex.exp_add]
    simp only [overhauser, Fin.sum_univ_succ, Fin.cons_zero, Fin.cons_succ, ht, hf]
    congr 2 <;> (push_cast; ring)
  unfold coherence
  rw [split]
  simp only [pair]
  rw [← Finset.mul_sum, pow_succ]
  field_simp
```

Induction with this factorisation bounds the modulus.

```lean
/-- The coherence never exceeds one in modulus. -/
theorem norm_coherence_le_one {N : ℕ} (A : Fin N → ℝ) (t : ℝ) : ‖coherence A t‖ ≤ 1 := by
  induction N with
  | zero => simp [coherence, overhauser]
  | succ n ih =>
    rw [coherence_succ, norm_mul, Complex.norm_real, Real.norm_eq_abs]
    exact mul_le_one₀ (Real.abs_cos_le_one _) (norm_nonneg _) (ih _)
```

In the main estimate, `step` is the identity for $cW-gG$ combined with the triangle inequality. The norm is the complex modulus, so the imaginary part is controlled too.

```lean
/-- For any couplings and any time, the coherence differs from the Gaussian
`exp (-t² ∑ A_k² / 8)` by at most `t⁴ ∑ A_k⁴ / 128`. -/
theorem gaussian_error {N : ℕ} (A : Fin N → ℝ) (t : ℝ) :
    ‖coherence A t - (Real.exp (-(t ^ 2 * ∑ k, A k ^ 2) / 8) : ℂ)‖
      ≤ t ^ 4 * (∑ k, A k ^ 4) / 128 := by
  -- errors of successive factors add up, since all factors are bounded by one
  have step : ∀ (c g e d : ℝ) (W G : ℂ), |c - g| ≤ e → |g| ≤ 1 → ‖W‖ ≤ 1 → ‖W - G‖ ≤ d →
      ‖(c : ℂ) * W - (g : ℂ) * G‖ ≤ e + d := by
    intro c g e d W G h1 h2 h3 h4
    have e1 : (c : ℂ) * W - (g : ℂ) * G = ((c - g : ℝ) : ℂ) * W + (g : ℂ) * (W - G) := by
      push_cast
      ring
    have h5 := norm_add_le (((c - g : ℝ) : ℂ) * W) ((g : ℂ) * (W - G))
    rw [norm_mul, norm_mul, Complex.norm_real, Complex.norm_real, Real.norm_eq_abs,
      Real.norm_eq_abs] at h5
    rw [e1]
    linarith [mul_le_of_le_one_right (abs_nonneg (c - g)) h3,
      mul_le_of_le_one_left (norm_nonneg (W - G)) h2]
  induction N with
  | zero => simp [coherence, overhauser]
  | succ n ih =>
    have hg : Real.exp (-(t ^ 2 * ∑ k, A k ^ 2) / 8) = Real.exp (-(A 0 * t / 2) ^ 2 / 2) *
        Real.exp (-(t ^ 2 * ∑ k : Fin n, A k.succ ^ 2) / 8) := by
      rw [← Real.exp_add, Fin.sum_univ_succ]
      congr 1
      ring
    have hg1 : |Real.exp (-(A 0 * t / 2) ^ 2 / 2)| ≤ 1 := by
      rw [abs_of_pos (Real.exp_pos _), Real.exp_le_one_iff]
      linarith [sq_nonneg (A 0 * t / 2)]
    rw [coherence_succ, hg, Complex.ofReal_mul]
    refine (step _ _ _ _ _ _ (cos_sub_gaussian _) hg1 (norm_coherence_le_one _ t)
      (ih (fun k => A k.succ))).trans (le_of_eq ?_)
    rw [Fin.sum_univ_succ]
    ring
```

For a sequence of baths, `h2` fixes the accumulated phase variance at $v/4$ in the limit. The hypothesis `h4` says that no nucleus keeps an appreciable phase of its own, which for $v>0$ excludes a few strongly coupled nuclei dominating the decay. The error bound then squeezes the difference to zero.

```lean
/-- For a sequence of baths with arbitrary couplings, if `t² ∑ A_k²` tends to `v` and `t⁴ ∑ A_k⁴`
tends to zero, the coherence tends to `exp (-v/8)`. -/
theorem gaussian_limit {N : ℕ → ℕ} (A : ∀ n, Fin (N n) → ℝ) (t : ℕ → ℝ) (v : ℝ)
    (h2 : Tendsto (fun n => t n ^ 2 * ∑ k, A n k ^ 2) atTop (𝓝 v))
    (h4 : Tendsto (fun n => t n ^ 4 * ∑ k, A n k ^ 4) atTop (𝓝 0)) :
    Tendsto (fun n => coherence (A n) (t n)) atTop (𝓝 (Real.exp (-v / 8) : ℂ)) := by
  have hd := squeeze_zero_norm (fun n => gaussian_error (A n) (t n))
    (by simpa using h4.div_const 128)
  have hG := (Complex.continuous_ofReal.tendsto _).comp
    ((Real.continuous_exp.tendsto _).comp (h2.neg.div_const 8))
  have hs := hd.add hG
  rw [zero_add] at hs
  exact hs.congr (fun n => sub_add_cancel _ _)
```

## Equal couplings, $T_2^*$ and the revival

Substituting the equal couplings gives the explicit $1/N$ error.

```lean
/-- For `N` equal couplings `A/N` at time `u √N / A`, the coherence differs from
`exp (-u²/8)` by at most `u⁴ / (128 N)`. -/
theorem uniform_error {A : ℝ} (hA : 0 < A) (u : ℝ) {N : ℕ} (hN : 0 < N) :
    ‖coherence (fun _ : Fin N => A / N) (u * Real.sqrt N / A) - (Real.exp (-u ^ 2 / 8) : ℂ)‖
      ≤ u ^ 4 / (128 * N) := by
  have hN' : (0 : ℝ) < N := Nat.cast_pos.2 hN
  have h := gaussian_error (fun _ : Fin N => A / N) (u * Real.sqrt N / A)
  have hs : Real.sqrt N ^ 2 = N := Real.sq_sqrt hN'.le
  have hs4 : Real.sqrt N ^ 4 = (N : ℝ) ^ 2 := by
    rw [show Real.sqrt N ^ 4 = (Real.sqrt N ^ 2) ^ 2 by ring, hs]
  have e2 : (u * Real.sqrt N / A) ^ 2 * ∑ _k : Fin N, (A / N) ^ 2 = u ^ 2 := by
    simp only [Finset.sum_const, Finset.card_univ, Fintype.card_fin, nsmul_eq_mul]
    rw [div_pow, mul_pow, hs]
    field_simp
  have e4 : (u * Real.sqrt N / A) ^ 4 * (∑ _k : Fin N, (A / N) ^ 4) / 128
      = u ^ 4 / (128 * N) := by
    simp only [Finset.sum_const, Finset.card_univ, Fintype.card_fin, nsmul_eq_mul]
    rw [div_pow, mul_pow, hs4]
    field_simp
  rw [e2, e4] at h
  exact h
```

The limit is taken at fixed `u`, so the physical time grows as $\sqrt N$ when $A$ is held fixed.

```lean
/-- For equal couplings `A/N` and time `u √N / A`, the coherence tends to `exp (-u²/8)` as the
number of nuclei grows. -/
theorem uniform_limit {A : ℝ} (hA : 0 < A) (u : ℝ) :
    Tendsto (fun N : ℕ => coherence (fun _ : Fin N => A / N) (u * Real.sqrt N / A)) atTop
      (𝓝 (Real.exp (-u ^ 2 / 8) : ℂ)) := by
  rw [tendsto_iff_norm_sub_tendsto_zero]
  refine squeeze_zero' (Eventually.of_forall fun _ => norm_nonneg _)
    ((eventually_gt_atTop 0).mono fun N hN => uniform_error hA u hN) ?_
  exact (tendsto_const_div_atTop_nhds_zero_nat (u ^ 4 / 128)).congr
    (fun N => by rw [div_div])
```

Rescaling `u` by $\sqrt8$ expresses the same limit in units of $T_2^*$.

```lean
/-- With time measured in units of `T2* = √(8N)/A`, the coherence of the equally coupled bath
tends to `exp (-τ²)`. -/
theorem dephasingTime_limit {A : ℝ} (hA : 0 < A) (τ : ℝ) :
    Tendsto (fun N : ℕ => coherence (fun _ : Fin N => A / N) (τ * dephasingTime A N)) atTop
      (𝓝 (Real.exp (-τ ^ 2) : ℂ)) := by
  have h := uniform_limit hA (τ * Real.sqrt 8)
  have h8 : Real.sqrt 8 ^ 2 = 8 := Real.sq_sqrt (by norm_num)
  rw [show -(τ * Real.sqrt 8) ^ 2 / 8 = -τ ^ 2 by rw [mul_pow, h8]; ring] at h
  refine h.congr (fun N => ?_)
  congr 1
  rw [dephasingTime, Real.sqrt_mul (by norm_num : (0 : ℝ) ≤ 8)]
  ring
```

A finite bath with equal couplings $a$ does not stay dephased: at $at=4\pi$ every cosine equals $\cos2\pi=1$. The modulus is already back to one at $at=2\pi$, where every cosine is $-1$ and the coherence is $(-1)^N$. For $a=A/N$ these times are $4\pi N/A$ and $2\pi N/A$; both grow faster than $T_2^*$ and so leave every fixed window of $\tau$.

```lean
/-- A finite bath with equal couplings `a` returns to full coherence when `a t = 4π`. -/
theorem revival (N : ℕ) {a t : ℝ} (h : a * t = 4 * Real.pi) :
    coherence (fun _ : Fin N => a) t = 1 := by
  induction N with
  | zero => simp [coherence, overhauser]
  | succ n ih =>
    have h1 := coherence_succ (fun _ : Fin (n + 1) => a) t
    rw [h1, ih, h, show 4 * Real.pi / 2 = 2 * Real.pi by ring, Real.cos_two_pi]
    simp

end

end OverhauserDephasing
```

```lean
#print axioms OverhauserDephasing.gaussian_error
#print axioms OverhauserDephasing.gaussian_limit
#print axioms OverhauserDephasing.dephasingTime_limit
#print axioms OverhauserDephasing.revival
```

```
'OverhauserDephasing.gaussian_error' depends on axioms: [propext, Classical.choice, Quot.sound]
'OverhauserDephasing.gaussian_limit' depends on axioms: [propext, Classical.choice, Quot.sound]
'OverhauserDephasing.dephasingTime_limit' depends on axioms: [propext, Classical.choice, Quot.sound]
'OverhauserDephasing.revival' depends on axioms: [propext, Classical.choice, Quot.sound]
```
